# Energy and component weights of Dirac eigenstates under inverse-length scaling

In a one-electron ion with a heavy nucleus, the lower components of the Dirac spinor are no longer small. Does the energy alone determine their weight? With $\hbar=c=1$ and a point nucleus, the Hamiltonian is $H=K+m\beta$, where $K=\boldsymbol\alpha\cdot\mathbf p-\kappa/r$, $m$ is the electron mass, and $\boldsymbol\alpha$ and $\beta=\mathrm{diag}(1,1,-1,-1)$ are the Dirac matrices. The Coulomb strength $\kappa$ is the nuclear charge number times the fine-structure constant, with $0<\kappa<1$. Both terms of $K$ scale as an inverse length, so the dilation generator $D=\mathbf r\cdot\nabla$ satisfies $KD-DK=K$.

The problems keep only the algebra. Let $V$ be a complex inner-product space, not assumed complete, and $S\subseteq V$ a subspace, the domain of $K$.

In Lean 4 with Mathlib:

```lean
import Mathlib

open Polynomial
open scoped InnerProductSpace ComplexConjugate

namespace DiracScaling

noncomputable section

section Definitions

variable {V : Type*} [AddCommGroup V] [Module ℂ V] {S : Submodule ℂ V}
```

The Hamiltonian `dirac K β m` maps $S$ to $V$, not to $S$, because applying the Coulomb operator repeatedly can leave the square-integrable functions.

```lean
/-- The Dirac Hamiltonian `K + m β` on the domain `S`. -/
def dirac (K : S →ₗ[ℂ] V) (β : V →ₗ[ℂ] V) (m : ℝ) : S →ₗ[ℂ] V :=
  K + (m : ℂ) • (β ∘ₗ S.subtype)
```

The scaling condition includes $DS\subseteq S$. Since $D$ is a map on all of $V$, for the Coulomb operator $V$ is not the full space of square-integrable functions but a subspace that $\mathbf r\cdot\nabla$ maps into itself. Such a $V$, and a domain $S$ with $DS\subseteq S$ on which $K$ is symmetric, are assumed, not constructed.

```lean
/-- `K` scales as an inverse length under the dilation generator `D`:
`D` preserves the domain of `K`, and `K D - D K = K` there. -/
def ScalesInversely (K : S →ₗ[ℂ] V) (D : V →ₗ[ℂ] V) : Prop :=
  ∀ x : S, ∃ h : D x ∈ S, K ⟨D x, h⟩ - D (K x) = K x
```

The upper and lower components of $x$ are $x_\pm=(x\pm\beta x)/2$.

```lean
/-- The upper component `(1 + β) x / 2` of a spinor. -/
def upper (β : V →ₗ[ℂ] V) (x : V) : V := (1 / 2 : ℂ) • (x + β x)

/-- The lower component `(1 - β) x / 2` of a spinor. -/
def lower (β : V →ₗ[ℂ] V) (x : V) : V := (1 / 2 : ℂ) • (x - β x)

end Definitions
```

## (a) The norm of $\beta x$

Let $\beta$ be symmetric with $\beta^2=1$. Show that $\|\beta x\|=\|x\|$.

Symmetry gives $\|\beta x\|^2=\langle\beta x,\beta x\rangle=\langle x,\beta^2x\rangle=\|x\|^2$. Norms are nonnegative, so the squares can be removed (`sq_eq_sq₀`).

```lean
section Virial

variable {V : Type*} [NormedAddCommGroup V] [InnerProductSpace ℂ V]
  {S : Submodule ℂ V} {K : S →ₗ[ℂ] V} {β D : V →ₗ[ℂ] V} {m : ℝ} {E : ℂ} {ψ : S}

/-- A symmetric `β` with `β² = 1` preserves the norm. -/
theorem norm_beta (hβ : β.IsSymmetric) (hβ2 : ∀ x, β (β x) = x) (x : V) :
    ‖β x‖ = ‖x‖ := by
  have h : ‖β x‖ ^ 2 = ‖x‖ ^ 2 := by
    rw [← inner_self_eq_norm_sq (𝕜 := ℂ) (β x), hβ x (β x), hβ2,
      inner_self_eq_norm_sq]
  exact (sq_eq_sq₀ (norm_nonneg _) (norm_nonneg _)).1 h
```

## (b) Norms of the components

For the same $\beta$, show that
$$\|x_\pm\|^2=\tfrac12\left(\|x\|^2\pm\mathrm{Re}\langle x,\beta x\rangle\right).$$

Expanding the square gives $\tfrac14(\|x\|^2\pm2\,\mathrm{Re}\langle x,\beta x\rangle+\|\beta x\|^2)$, and (a) replaces the last term. In the code, `a` and `b` are the two expansions.

```lean
/-- For symmetric `β` with `β² = 1`, `‖x‖²` and `Re ⟨x, β x⟩` determine the squared norms of the
upper and lower components. -/
theorem norm_sq_components (hβ : β.IsSymmetric) (hβ2 : ∀ x, β (β x) = x) (x : V) :
    ‖upper β x‖ ^ 2 = (‖x‖ ^ 2 + (⟪x, β x⟫_ℂ).re) / 2 ∧
    ‖lower β x‖ ^ 2 = (‖x‖ ^ 2 - (⟪x, β x⟫_ℂ).re) / 2 := by
  have a : ‖x + β x‖ ^ 2 = ‖x‖ ^ 2 + 2 * (⟪x, β x⟫_ℂ).re + ‖β x‖ ^ 2 :=
    norm_add_sq (𝕜 := ℂ) x (β x)
  have b : ‖x - β x‖ ^ 2 = ‖x‖ ^ 2 - 2 * (⟪x, β x⟫_ℂ).re + ‖β x‖ ^ 2 :=
    norm_sub_sq (𝕜 := ℂ) x (β x)
  have c : ‖(1 / 2 : ℂ)‖ = 1 / 2 := by norm_num
  constructor
  · rw [upper, norm_smul, mul_pow, a, norm_beta hβ hβ2, c]; ring
  · rw [lower, norm_smul, mul_pow, b, norm_beta hβ hβ2, c]; ring
```

## (c) Reality of the eigenvalue

Let $K$ be symmetric on $S$, $\beta$ symmetric and $m$ real. Let $\psi\in S$ satisfy $\|\psi\|=1$ and $H\psi=E\psi$, with $E$ complex. Show that $\bar E=E$.

The inner product is antilinear in its first argument, so $\bar E=\langle H\psi,\psi\rangle=\langle\psi,H\psi\rangle=E$. The middle equality is `h1`.

```lean
variable (hK : ∀ x y : S, ⟪K x, (y : V)⟫_ℂ = ⟪(x : V), K y⟫_ℂ)
  (hβ : β.IsSymmetric) (hψ : ‖(ψ : V)‖ = 1) (hE : dirac K β m ψ = E • (ψ : V))
include hK hβ hψ hE

/-- For symmetric `K` and `β` and real `m`, the eigenvalue of a unit eigenvector of `K + m β` is
real. -/
theorem eigenvalue_real : conj E = E := by
  have h : K ψ + (m : ℂ) • β ψ = E • (ψ : V) := hE
  have h1 : ⟪K ψ + (m : ℂ) • β ψ, (ψ : V)⟫_ℂ = ⟪(ψ : V), K ψ + (m : ℂ) • β ψ⟫_ℂ := by
    rw [inner_add_left, inner_add_right, inner_smul_left, inner_smul_right,
      hK ψ ψ, hβ (ψ : V) ψ, Complex.conj_ofReal]
  rw [h, inner_smul_left, inner_smul_right, inner_self_eq_norm_sq_to_K, hψ] at h1
  simpa using h1
```

## (d) The virial theorem

Assume also the scaling condition and $D\beta=\beta D$. Show that $\langle\psi,K\psi\rangle=0$.

Since $K\psi=(E-m\beta)\psi$ with $E$ real,
$$\langle\psi,KD\psi\rangle=\langle K\psi,D\psi\rangle=\langle\psi,(E-m\beta)D\psi\rangle=\langle\psi,D(E-m\beta)\psi\rangle=\langle\psi,DK\psi\rangle.$$
Hence $\langle\psi,K\psi\rangle=\langle\psi,(KD-DK)\psi\rangle=0$. The first equality is `h1`, the rest of the chain is `h2`, and `calc` subtracts. No symmetry of $D$ is used.

```lean
variable (hD : ScalesInversely K D) (hDβ : ∀ x, D (β x) = β (D x))
include hD hDβ

/-- Virial theorem: if `K` and `β` are symmetric, `K` scales as an inverse length under `D`, and `D`
commutes with `β`, then `⟨K⟩ = 0` in every unit eigenvector of `K + m β`, `m` real. -/
theorem virial : ⟪(ψ : V), K ψ⟫_ℂ = 0 := by
  have h : K ψ + (m : ℂ) • β ψ = E • (ψ : V) := hE
  have hk : K ψ = E • (ψ : V) - (m : ℂ) • β ψ := eq_sub_of_add_eq h
  have hr := eigenvalue_real hK hβ hψ hE
  obtain ⟨hd, hc⟩ := hD ψ
  have h1 : ⟪(ψ : V), K ⟨D ψ, hd⟩⟫_ℂ = ⟪K ψ, D ψ⟫_ℂ := (hK ψ ⟨D ψ, hd⟩).symm
  -- the eigenvalue equation moves `K` from one side of `D` to the other
  have h2 : ⟪K ψ, D ψ⟫_ℂ = ⟪(ψ : V), D (K ψ)⟫_ℂ := by
    rw [hk, map_sub, map_smul, map_smul, hDβ, inner_sub_left, inner_sub_right,
      inner_smul_left, inner_smul_left, inner_smul_right, inner_smul_right,
      hβ (ψ : V) (D ψ), hr, Complex.conj_ofReal]
  calc ⟪(ψ : V), K ψ⟫_ℂ = ⟪(ψ : V), K ⟨D ψ, hd⟩ - D (K ψ)⟫_ℂ := by rw [hc]
    _ = 0 := by rw [inner_sub_right, h1, h2, sub_self]
```

## (e) A sum of squares

Add $\beta^2=1$. Show that $|E|^2+\|K\psi\|^2=m^2$.

Take squared norms in $m\beta\psi=E\psi-K\psi$. By (a) the left side is $m^2$. The right side is $|E|^2-2\,\mathrm{Re}(\bar E\langle\psi,K\psi\rangle)+\|K\psi\|^2$, whose cross term vanishes by (d).

```lean
variable (hβ2 : ∀ x, β (β x) = x)
include hβ2

/-- Under the hypotheses of the virial theorem and `β² = 1`, a unit eigenvector
satisfies `|E|² + ‖K ψ‖² = m²`. -/
theorem energy_sq_add : ‖E‖ ^ 2 + ‖K ψ‖ ^ 2 = m ^ 2 := by
  have h : K ψ + (m : ℂ) • β ψ = E • (ψ : V) := hE
  have e : (m : ℂ) • β ψ = E • (ψ : V) - K ψ := by rw [← h, add_sub_cancel_left]
  -- `K ψ` is orthogonal to `ψ`, so the cross term drops out
  have a : ‖E • (ψ : V) - K ψ‖ ^ 2
      = ‖E • (ψ : V)‖ ^ 2 - 2 * (⟪E • (ψ : V), K ψ⟫_ℂ).re + ‖K ψ‖ ^ 2 :=
    norm_sub_sq (𝕜 := ℂ) _ _
  rw [← e, inner_smul_left, virial hK hβ hψ hE hD hDβ, norm_smul, norm_smul,
    norm_beta hβ hβ2, hψ, Complex.norm_real, Real.norm_eq_abs] at a
  simp only [mul_one, sq_abs, mul_zero, Complex.zero_re, sub_zero] at a
  linarith
```

## (f) Energy, weights and bound

Now let $m>0$. Show that $E$ is real and
$$E=m\langle\psi,\beta\psi\rangle,\qquad \|\psi_\pm\|^2=\tfrac12\left(1\pm\frac Em\right),\qquad |E|\le m.$$

Reality is (c). Projecting $K\psi+m\beta\psi=E\psi$ on $\psi$ and using (d) gives the first formula (`h1`). Thus $\langle\psi,\beta\psi\rangle=E/m$, and (b) gives the weights. The bound follows from (e), because $\|K\psi\|^2\ge0$; `nlinarith` does this step.

```lean
variable (hm : 0 < m)
include hm

/-- Let `K`, `β` be symmetric, `β² = 1`, `m > 0`, and let `K` scale as an inverse length under
a `D` that commutes with `β`. A unit eigenvector of `K + m β` has real eigenvalue `E = m⟨β⟩`,
component weights `(1 ± E/m)/2`, and `|E| ≤ m`. -/
theorem dirac_scaling :
    E.im = 0 ∧ E = m * ⟪(ψ : V), β ψ⟫_ℂ ∧
    ‖upper β (ψ : V)‖ ^ 2 = (1 + E.re / m) / 2 ∧
    ‖lower β (ψ : V)‖ ^ 2 = (1 - E.re / m) / 2 ∧ ‖E‖ ≤ m := by
  have h : K ψ + (m : ℂ) • β ψ = E • (ψ : V) := hE
  have hs : ⟪(ψ : V), (ψ : V)⟫_ℂ = 1 := by
    rw [inner_self_eq_norm_sq_to_K, hψ]; simp
  -- project the eigenvalue equation on `ψ`
  have h1 : ⟪(ψ : V), K ψ + (m : ℂ) • β ψ⟫_ℂ = ⟪(ψ : V), E • (ψ : V)⟫_ℂ := by rw [h]
  rw [inner_add_right, inner_smul_right, inner_smul_right,
    virial hK hβ hψ hE hD hDβ, zero_add, hs, mul_one] at h1
  have hre := congrArg Complex.re h1
  rw [Complex.re_ofReal_mul] at hre
  have hq : (⟪(ψ : V), β ψ⟫_ℂ).re = E.re / m := by
    rw [← hre, mul_div_cancel_left₀ _ hm.ne']
  obtain ⟨hu, hl⟩ := norm_sq_components hβ hβ2 (ψ : V)
  rw [hψ, hq, one_pow] at hu hl
  have hp := energy_sq_add hK hβ hψ hE hD hDβ hβ2
  exact ⟨Complex.conj_eq_iff_im.1 (eigenvalue_real hK hβ hψ hE), h1.symm, hu, hl,
    by nlinarith [norm_nonneg E, sq_nonneg ‖K ψ‖]⟩
```

For one electron and a point nucleus, the formula lets the lower-component weight of a computed orbital be compared with its energy. Here $E$ includes the rest energy $m$; in terms of $\varepsilon=E-m$, the lower weight is $-\varepsilon/(2m)$, which becomes $-\varepsilon/(2mc^2)$ in units where $c\ne1$, such as atomic units.

Without the scaling condition the other hypotheses do not suffice. Take $V=S=\mathbb C$, $K=\beta=1$, $D=0$, $m=1$. Then $E=2>m$, while $\langle\beta\rangle=1$ and the upper weight is $1$, not $3/2$.

## (g) When the bound is attained

Under the hypotheses of (f), show that $|E|=m$ exactly when $K\psi=0$.

By (e), $|E|=m$ forces $\|K\psi\|^2=0$. Conversely, $K\psi=0$ gives $|E|^2=m^2$, and both numbers are nonnegative.

```lean
/-- Under the hypotheses of `dirac_scaling`, a unit eigenvector `ψ` with eigenvalue `E` has
`|E| = m` exactly when `K ψ = 0`. -/
theorem bound_attained_iff : ‖E‖ = m ↔ K ψ = 0 := by
  have hp := energy_sq_add hK hβ hψ hE hD hDβ hβ2
  constructor
  · intro e
    rw [e] at hp
    exact norm_eq_zero.1 (pow_eq_zero_iff two_ne_zero |>.1 (by linarith))
  · intro e
    rw [e, norm_zero] at hp
    exact (sq_eq_sq₀ (norm_nonneg _) hm.le).1 (by linarith)

end Virial
```

## (h) An inner product on polynomials

An example with $K\psi\ne0$ can be built from polynomials. Set $(p,q)=\sum_n\bar p_nq_n$, where $p_n,q_n$ are the coefficients.

```lean
section Witness

/-- The inner product of the coefficient sequences of two polynomials. -/
def coeffInner (p q : ℂ[X]) : ℂ := ∑ n ∈ p.support, conj (p.coeff n) * q.coeff n
```

Show that $\overline{(q,p)}=(p,q)$.

Extend both sums to the union of the supports, which adds only zeros. Conjugation then exchanges the factors in each term.

```lean
/-- The coefficient inner product is conjugate-symmetric. -/
theorem coeffInner_symm (p q : ℂ[X]) : conj (coeffInner q p) = coeffInner p q := by
  have a : ∀ p q : ℂ[X], coeffInner p q
      = ∑ n ∈ p.support ∪ q.support, conj (p.coeff n) * q.coeff n := fun p q =>
    Finset.sum_subset Finset.subset_union_left fun n _ hn => by
      simp [Polynomial.notMem_support_iff.1 hn]
  rw [a q p, a p q, Finset.union_comm q.support, map_sum]
  exact Finset.sum_congr rfl fun n _ => by simp [mul_comm]
```

## (i) Positive definiteness

Show that $\mathrm{Re}(p,p)\ge0$, with equality only for $p=0$.

The sum is $\sum_n|p_n|^2$; if it vanishes, every coefficient does.

```lean
/-- The coefficient inner product is positive definite. -/
theorem coeffInner_self (p : ℂ[X]) :
    0 ≤ (coeffInner p p).re ∧ ((coeffInner p p).re = 0 → p = 0) := by
  have e : (coeffInner p p).re = ∑ n ∈ p.support, Complex.normSq (p.coeff n) := by
    rw [coeffInner, Complex.re_sum]
    exact Finset.sum_congr rfl fun n _ => by
      rw [← Complex.normSq_eq_conj_mul_self, Complex.ofReal_re]
  rw [e]
  refine ⟨Finset.sum_nonneg fun n _ => Complex.normSq_nonneg _, fun h => ?_⟩
  rw [Finset.sum_eq_zero_iff_of_nonneg fun n _ => Complex.normSq_nonneg _] at h
  ext n
  by_cases hn : n ∈ p.support
  · simpa using Complex.normSq_eq_zero.1 (h n hn)
  · simpa using hn
```

## (j) An eigenvector with zero energy

Pairs of polynomials carry the averaged product $\langle u,v\rangle=\tfrac12[(u_1,v_1)+(u_2,v_2)]$.

```lean
/-- The averaged coefficient inner product on two-component polynomial spinors. -/
def spinorInner (u v : ℂ[X] × ℂ[X]) : ℂ :=
  (coeffInner u.1 v.1 + coeffInner u.2 v.2) / 2
```

Parts (h) and (i), with linearity, make this an inner product.

```lean
/-- `spinorInner` makes the polynomial spinors a complex inner-product space. -/
def spinorCore : InnerProductSpace.Core ℂ (ℂ[X] × ℂ[X]) where
  inner := spinorInner
  conj_inner_symm u v := by
    change conj (spinorInner v u) = spinorInner u v
    simp only [spinorInner, map_div₀, map_add, coeffInner_symm, map_ofNat]
  re_inner_nonneg u := by
    change 0 ≤ ((coeffInner u.1 u.1 + coeffInner u.2 u.2) / 2).re
    have h : ∀ z w : ℂ, ((z + w) / 2).re = (z.re + w.re) / 2 := by intro z w; simp
    rw [h]
    linarith [(coeffInner_self u.1).1, (coeffInner_self u.2).1]
  add_left u v w := by
    have h : ∀ p q r, coeffInner (p + q) r = coeffInner p r + coeffInner q r := by
      intro p q r
      rw [← coeffInner_symm (p + q) r, ← coeffInner_symm p r, ← coeffInner_symm q r,
        ← map_add]
      congr 1
      simp [coeffInner, mul_add, Finset.sum_add_distrib]
    change spinorInner (u + v) w = spinorInner u w + spinorInner v w
    simp only [spinorInner, Prod.fst_add, Prod.snd_add, h]
    ring
  smul_left u v a := by
    have h : ∀ p r, coeffInner (a • p) r = conj a * coeffInner p r := by
      intro p r
      rw [← coeffInner_symm (a • p) r, ← coeffInner_symm p r, ← map_mul]
      congr 1
      simp [coeffInner, Finset.mul_sum, mul_left_comm]
    change spinorInner (a • u) v = conj a * spinorInner u v
    simp only [spinorInner, Prod.smul_fst, Prod.smul_snd, h]
    ring
  definite u hu := by
    have h : ∀ z w : ℂ, ((z + w) / 2).re = (z.re + w.re) / 2 := by intro z w; simp
    have h0 : ((coeffInner u.1 u.1 + coeffInner u.2 u.2) / 2).re = 0 :=
      (congrArg Complex.re hu).trans Complex.zero_re
    rw [h] at h0
    have h1 := coeffInner_self u.1
    have h2 := coeffInner_self u.2
    exact Prod.ext (h1.2 (by linarith [h1.1, h2.1])) (h2.2 (by linarith [h1.1, h2.1]))
```

The domain $S$ consists of the pairs $(p,p)$.

```lean
/-- The spinors with equal components. -/
def diagonal : Submodule ℂ (ℂ[X] × ℂ[X]) :=
  LinearMap.eqLocus (LinearMap.fst ℂ ℂ[X] ℂ[X]) (LinearMap.snd ℂ ℂ[X] ℂ[X])
```

With the translation $(Tp)(X)=p(X+1)$, define $K(p,p)=(-Tp,Tp)$.

```lean
/-- The translation `p(X) ↦ p(X + 1)`. -/
def shift : ℂ[X] →ₗ[ℂ] ℂ[X] := (Polynomial.aeval (X + 1 : ℂ[X])).toLinearMap

/-- The operator `(p, p) ↦ (-p(X + 1), p(X + 1))`. -/
def polyK : diagonal →ₗ[ℂ] ℂ[X] × ℂ[X] :=
  (LinearMap.prod (-shift) shift) ∘ₗ (LinearMap.fst ℂ ℂ[X] ℂ[X]) ∘ₗ diagonal.subtype
```

Let $\beta(p,q)=(p,-q)$ and $D(p,q)=(Xp,Xq)$.

```lean
/-- The operator `(p, q) ↦ (p, -q)`. -/
def polyBeta : ℂ[X] × ℂ[X] →ₗ[ℂ] ℂ[X] × ℂ[X] :=
  LinearMap.prodMap LinearMap.id (-LinearMap.id)

/-- Multiplication of both components by `X`. -/
def polyD : ℂ[X] × ℂ[X] →ₗ[ℂ] ℂ[X] × ℂ[X] :=
  LinearMap.prodMap (LinearMap.mulLeft ℂ X) (LinearMap.mulLeft ℂ X)
```

Show that these operators satisfy the relations assumed in (f), and that $\psi=(1,1)$ obeys $\|\psi\|=1$ and $(K+\beta)\psi=0$.

Both $\langle K(p,p),(q,q)\rangle$ and $\langle(p,p),K(q,q)\rangle$ vanish by cancellation, so $K$ is symmetric. The claims on $\beta$ follow from the signs, and $D$ acts alike on both components, so it commutes with $\beta$ and preserves $S$. From $T(Xp)=(X+1)Tp$ (`hs`),
$$(KD-DK)(p,p)=(-Tp,Tp)=K(p,p).$$
Finally $\|\psi\|^2=\tfrac12(1+1)=1$ and $K\psi+\beta\psi=(-1,1)+(1,-1)=0$. Here $m=1$ and $E=0$. In the code, `change` writes each claim out in polynomials.

```lean
/-- The polynomial operators satisfy all the relations assumed of `K`, `β` and `D`, and
`(1, 1)` is a unit eigenvector of `K + β` with eigenvalue `0`. -/
theorem dirac_scaling_witness :
    (∀ x y : diagonal, spinorInner (polyK x) y = spinorInner x (polyK y)) ∧
    (∀ u v, spinorInner (polyBeta u) v = spinorInner u (polyBeta v)) ∧
    (∀ u, polyBeta (polyBeta u) = u) ∧ ScalesInversely polyK polyD ∧
    (∀ u, polyD (polyBeta u) = polyBeta (polyD u)) ∧ spinorInner (1, 1) (1, 1) = 1 ∧
    dirac polyK polyBeta 1 ⟨(1, 1), rfl⟩ = (0 : ℂ) • ((1, 1) : ℂ[X] × ℂ[X]) := by
  have nl : ∀ p q, coeffInner (-p) q = -coeffInner p q := by
    intro p q; simp [coeffInner]
  have nr : ∀ p q, coeffInner p (-q) = -coeffInner p q := by
    intro p q; simp [coeffInner]
  refine ⟨fun x y => ?_, fun u v => ?_, fun u => ?_, fun x => ?_, fun u => ?_, ?_, ?_⟩
  · have hx : x.1.1 = x.1.2 := x.2
    have hy : y.1.1 = y.1.2 := y.2
    change (coeffInner (-(shift x.1.1)) y.1.1 + coeffInner (shift x.1.1) y.1.2) / 2
      = (coeffInner x.1.1 (-(shift y.1.1)) + coeffInner x.1.2 (shift y.1.1)) / 2
    rw [nl, nr, ← hx, ← hy]
    ring
  · change (coeffInner u.1 v.1 + coeffInner (-u.2) v.2) / 2
      = (coeffInner u.1 v.1 + coeffInner u.2 (-v.2)) / 2
    rw [nl, nr]
  · change (u.1, - -u.2) = u
    rw [neg_neg]
  · have hx : x.1.1 = x.1.2 := x.2
    have hs : shift (X * x.1.1) = (X + 1) * shift x.1.1 := by simp [shift]
    refine ⟨(congrArg (fun p => X * p) hx : X * x.1.1 = X * x.1.2), ?_⟩
    change (-(shift (X * x.1.1)), shift (X * x.1.1))
      - (X * -(shift x.1.1), X * shift x.1.1) = (-(shift x.1.1), shift x.1.1)
    rw [hs, Prod.mk_sub_mk]
    congr 1 <;> ring
  · change (X * u.1, X * -u.2) = (X * u.1, -(X * u.2))
    rw [mul_neg]
  · have s : (1 : ℂ[X]).support = {0} := by
      ext n; simp [Polynomial.coeff_one]
    have h1 : coeffInner 1 1 = 1 := by simp [coeffInner, s]
    change (coeffInner 1 1 + coeffInner 1 1) / 2 = 1
    rw [h1]; norm_num
  · change (-(shift 1), shift 1) + ((1 : ℝ) : ℂ) • ((1 : ℂ[X]), -(1 : ℂ[X]))
      = (0 : ℂ) • ((1, 1) : ℂ[X] × ℂ[X])
    simp [shift]

end Witness

end

end DiracScaling
```

```lean
#print axioms DiracScaling.dirac_scaling
-- 'DiracScaling.dirac_scaling' depends on axioms: [propext, Classical.choice, Quot.sound]
#print axioms DiracScaling.bound_attained_iff
-- 'DiracScaling.bound_attained_iff' depends on axioms: [propext, Classical.choice, Quot.sound]
```
